# Third-harmonic polarization of an m3m cubic crystal in terms of two susceptibility components

In a cubic crystal of class m3m the third-harmonic polarization `P_i = ∑ T_ijkl E_j E_k E_l`, with constant prefactors absorbed into `T`, needs only two numbers from the susceptibility, `T_xxxx` and `T_xxyy`. The theorem `polarization_eq` states that `P_i = 3 T_xxyy E_i (E·E) + (T_xxxx - 3 T_xxyy) E_i³` for every complex amplitude `E`, where `E·E` is the sum of the squares `E_j²`, without conjugation. The tensor is assumed real, symmetric in its three driving-field indices, and unchanged when the cubic axes are permuted or any one of them is reversed. The proof first finds every component by cases on which indices coincide, using a mirror to show that the remaining ones vanish, and then writes out the sums.

Lean 4 with Mathlib refuses this proof:

```lean
import Mathlib

open Complex

namespace PolarizationEq

noncomputable section

/-- A real rank-four tensor on the three cubic axes; the first index belongs to the
polarization, the other three to the driving field. -/
abbrev Tensor4 := Fin 3 → Fin 3 → Fin 3 → Fin 3 → ℝ

/-- The sign that the coordinate `i` acquires when the axis `m` is reversed. -/
def mirrorSign (m i : Fin 3) : ℝ := if i = m then -1 else 1

/-- A cubic third-harmonic susceptibility: symmetric in the three driving-field indices,
and invariant under permutations of the axes and reversal of any axis. -/
structure IsCubic (T : Tensor4) : Prop where
  swap23 : ∀ i j k l, T i j k l = T i k j l
  swap34 : ∀ i j k l, T i j k l = T i j l k
  axes : ∀ (σ : Equiv.Perm (Fin 3)) (i j k l : Fin 3),
    T (σ i) (σ j) (σ k) (σ l) = T i j k l
  mirror : ∀ m i j k l, mirrorSign m i * mirrorSign m j * mirrorSign m k *
    mirrorSign m l * T i j k l = T i j k l

/-- The third-harmonic polarization `P_i = ∑ T_ijkl E_j E_k E_l` of a complex field
amplitude `E`. -/
def polarization (T : Tensor4) (E : Fin 3 → ℂ) (i : Fin 3) : ℂ :=
  ∑ j, ∑ k, ∑ l, (T i j k l : ℂ) * E j * E k * E l

/-- The anisotropy `T_xxxx - 3 T_xxyy`. -/
def anisotropy (T : Tensor4) : ℝ := T 0 0 0 0 - 3 * T 0 0 1 1

/-- In a cubic susceptibility, a component whose four mirror signs multiply to -1 for some axis
vanishes. -/
theorem component_eq_zero {T : Tensor4} (h : IsCubic T) (m : Fin 3) {i j k l : Fin 3}
    (hs : mirrorSign m i * mirrorSign m j * mirrorSign m k * mirrorSign m l = -1) :
    T i j k l = 0 := by
  have h1 := h.mirror m i j k l
  rw [hs] at h1
  linarith

/-- The third-harmonic polarization of a cubic medium is
`P_i = 3 T_xxyy E_i (E·E) + (T_xxxx - 3 T_xxyy) E_i³`, for every complex field. -/
theorem polarization_eq {T : Tensor4} (h : IsCubic T) (E : Fin 3 → ℂ) (i : Fin 3) :
    polarization T E i =
      3 * (T 0 0 1 1 : ℂ) * E i * ∑ j, E j ^ 2 + (anisotropy T : ℂ) * E i ^ 3 := by
  obtain ⟨a, ha⟩ : ∃ a, T 0 0 0 0 = a := ⟨_, rfl⟩
  obtain ⟨b, hb⟩ : ∃ b, T 0 0 1 1 = b := ⟨_, rfl⟩
  -- permuting the axes leaves one diagonal and one paired value
  have diag : ∀ i, T i i i i = a := by
    intro i
    have h1 := h.axes (Equiv.swap 0 i) 0 0 0 0
    rwa [Equiv.swap_apply_left, ha] at h1
  have hperm : ∀ i j : Fin 3, i ≠ j → ∃ σ : Equiv.Perm (Fin 3), σ 0 = i ∧ σ 1 = j := by
    decide
  have pair : ∀ i j, i ≠ j → T i i j j = b := by
    intro i j hij
    obtain ⟨σ, h0, h1⟩ := hperm i j hij
    have h2 := h.axes σ 0 0 1 1
    rwa [h0, h1, hb] at h2
  -- every component is diagonal, paired, or removed by a mirror
  have key : ∀ i j k l, T i j k l =
      if i = j then (if k = l then (if i = k then a else b) else 0)
      else if i = k then (if j = l then b else 0)
      else if i = l then (if j = k then b else 0) else 0 := by
    intro i j k l
    split_ifs with h1 h2 h3 h3 h4 h4 h5
    all_goals subst_vars
    all_goals first
      | exact diag _
      | exact pair _ _ (by assumption)
      | exact (h.swap23 _ _ _ _).trans (pair _ _ (by assumption))
      | exact ((h.swap34 _ _ _ _).trans (h.swap23 _ _ _ _)).trans
          (pair _ _ (by assumption))
      | exact component_eq_zero h i (by unfold mirrorSign; split_ifs <;> simp_all)
      | exact component_eq_zero h j (by unfold mirrorSign; split_ifs <;> simp_all)
      | exact component_eq_zero h k (by unfold mirrorSign; split_ifs <;> simp_all)
  simp only [polarization, anisotropy, Fin.sum_univ_three]
  fin_cases i <;> simp [key] <;> ring

end

end PolarizationEq
```

The error:

```
Main.lean:76:37: error: unsolved goals
case neg
T : Tensor4
h : IsCubic T
E : Fin 3 → ℂ
i j k l : Fin 3
hperm : ∀ (i j : Fin 3), ¬i = j → ∃ σ, σ 0 = i ∧ σ 1 = j
h2 : ¬k = l
diag : ∀ (i : Fin 3), T i i i i = T 0 0 0 0
pair : ∀ (i j : Fin 3), ¬i = j → T i i j j = T 0 0 1 1
h✝² : j = i
h✝¹ : ¬k = i
h✝ : ¬l = i
⊢ 1 = -1

case neg
T : Tensor4
h : IsCubic T
E : Fin 3 → ℂ
i j k l : Fin 3
hperm : ∀ (i j : Fin 3), ¬i = j → ∃ σ, σ 0 = i ∧ σ 1 = j
h2 : ¬k = l
diag : ∀ (i : Fin 3), T i i i i = T 0 0 0 0
pair : ∀ (i j : Fin 3), ¬i = j → T i i j j = T 0 0 1 1
h✝² : ¬j = i
h✝¹ : ¬k = i
h✝ : ¬l = i
⊢ 1 = -1
Main.lean:76:37: error: unsolved goals
case neg
T : Tensor4
h : IsCubic T
E : Fin 3 → ℂ
i j k l : Fin 3
hperm : ∀ (i j : Fin 3), ¬i = j → ∃ σ, σ 0 = i ∧ σ 1 = j
h4 : ¬j = l
diag : ∀ (i : Fin 3), T i i i i = T 0 0 0 0
pair : ∀ (i j : Fin 3), ¬i = j → T i i j j = T 0 0 1 1
h1 : ¬i = j
h✝² : k = i
h✝¹ : ¬j = i
h✝ : ¬l = i
⊢ 1 = -1

case neg
T : Tensor4
h : IsCubic T
E : Fin 3 → ℂ
i j k l : Fin 3
hperm : ∀ (i j : Fin 3), ¬i = j → ∃ σ, σ 0 = i ∧ σ 1 = j
h4 : ¬j = l
diag : ∀ (i : Fin 3), T i i i i = T 0 0 0 0
pair : ∀ (i j : Fin 3), ¬i = j → T i i j j = T 0 0 1 1
h1 : ¬k = j
h✝² : ¬k = i
h✝¹ : ¬j = i
h✝ : ¬l = i
⊢ 1 = -1
Main.lean:76:37: error: unsolved goals
case neg
T : Tensor4
h : IsCubic T
E : Fin 3 → ℂ
i j k l : Fin 3
hperm : ∀ (i j : Fin 3), ¬i = j → ∃ σ, σ 0 = i ∧ σ 1 = j
h5 : ¬j = k
diag : ∀ (i : Fin 3), T i i i i = T 0 0 0 0
pair : ∀ (i j : Fin 3), ¬i = j → T i i j j = T 0 0 1 1
h1 : ¬i = j
h3 : ¬i = k
h✝² : l = i
h✝¹ : ¬j = i
h✝ : ¬k = i
⊢ 1 = -1

case neg
T : Tensor4
h : IsCubic T
E : Fin 3 → ℂ
i j k l : Fin 3
hperm : ∀ (i j : Fin 3), ¬i = j → ∃ σ, σ 0 = i ∧ σ 1 = j
h5 : ¬j = k
diag : ∀ (i : Fin 3), T i i i i = T 0 0 0 0
pair : ∀ (i j : Fin 3), ¬i = j → T i i j j = T 0 0 1 1
h1 : ¬l = j
h3 : ¬l = k
h✝² : ¬l = i
h✝¹ : ¬j = i
h✝ : ¬k = i
⊢ 1 = -1
```

The repair, with which the file compiles:

```diff
@@ -66,15 +66,15 @@
       else if i = l then (if j = k then b else 0) else 0 := by
     intro i j k l
-    split_ifs with h1 h2 h3 h3 h4 h4 h5
+    split_ifs
     all_goals subst_vars
-    all_goals first
-      | exact diag _
-      | exact pair _ _ (by assumption)
-      | exact (h.swap23 _ _ _ _).trans (pair _ _ (by assumption))
-      | exact ((h.swap34 _ _ _ _).trans (h.swap23 _ _ _ _)).trans
-          (pair _ _ (by assumption))
-      | exact component_eq_zero h i (by unfold mirrorSign; split_ifs <;> simp_all)
-      | exact component_eq_zero h j (by unfold mirrorSign; split_ifs <;> simp_all)
-      | exact component_eq_zero h k (by unfold mirrorSign; split_ifs <;> simp_all)
+    · exact diag _
+    · exact pair _ _ (by assumption)
+    · exact component_eq_zero h k (by unfold mirrorSign; split_ifs <;> simp_all)
+    · exact (h.swap23 _ _ _ _).trans (pair _ _ (by assumption))
+    · exact component_eq_zero h j (by unfold mirrorSign; split_ifs <;> simp_all)
+    · exact ((h.swap34 _ _ _ _).trans (h.swap23 _ _ _ _)).trans
+        (pair _ _ (by assumption))
+    · exact component_eq_zero h j (by unfold mirrorSign; split_ifs <;> simp_all)
+    · exact component_eq_zero h i (by unfold mirrorSign; split_ifs <;> simp_all)
   simp only [polarization, anisotropy, Fin.sum_univ_three]
   fin_cases i <;> simp [key] <;> ring
```

What went wrong. The three errors come from the cases where one of `j`, `k`, `l` equals the local `i` and the other two differ from each other. There `subst_vars` has eliminated the local `i`, so in `component_eq_zero h i` the name means the theorem's own `i`, an unrelated axis. If that axis is the repeated index and neither of the others, or is none of the indices, the signs multiply to 1, and `simp_all` is left with the false goal `1 = -1`.

`first` does not then try `j` or `k`. Goals left open at the end of a nested `by` are logged as an error, but the surrounding `exact` still counts as successful.

The repair replaces `first` with one bullet per case, each naming its own argument. The three failing cases now use `k`, `j` and `j`, axes that occur an odd number of times among the indices, so the product is -1. The last case keeps `i`, which is still the local index there because that case has no equality between indices to substitute. Dropping the names after `split_ifs` is mere tidying.
